# A Hermitian perturbation V of a finite Hermitian matrix changes the Lorentzian-broadened local density of states by at most ‖V‖/(πη²)

Let $H$ and $V$ be Hermitian matrices of the same finite size, $\eta>0$ a broadening and $E$ a real energy. At every site $i$, the broadened local densities of states $\rho_i$ of $H+V$ and $H$ satisfy

$$|\rho_i^{H+V}(E)-\rho_i^{H}(E)|\le\frac{\|V\|}{\pi\eta^2},$$

where $\|\cdot\|$ is the operator norm. For a non-interacting tight-binding model in a finite orthonormal basis, this turns an error in the Hamiltonian, such as neglected weak hoppings, into an error bar on the broadened local spectrum.

## Sites, Green function and line shape

Write $z=E+\mathrm{i}\eta$, with upright $\mathrm{i}$ the imaginary unit, and $M=z\mathbb 1-H$. The Green function is $G=M^{-1}$, and $\rho_i(E)=-\operatorname{Im}G_{ii}/\pi$.

In the code the finite type `n` labels the sites, that is, the orthonormal basis states. The opened scope `Matrix.Norms.L2Operator` makes `‖V‖` the operator norm for Euclidean vectors, which for Hermitian $V$ is the largest absolute eigenvalue.

```lean
import Mathlib

open Matrix
open scoped Matrix.Norms.L2Operator ComplexOrder

namespace BroadenedLocalDensity

noncomputable section

variable {n : Type*} [Fintype n] [DecidableEq n]
```

`shifted` is $M$:

```lean
/-- The matrix `E + iη - H`, at real energy `E` and broadening `η`. -/
def shifted (H : Matrix n n ℂ) (η E : ℝ) : Matrix n n ℂ :=
  ((E : ℂ) + η * Complex.I) • (1 : Matrix n n ℂ) - H
```

`green` is its inverse:

```lean
/-- The Green function `(E + iη - H)⁻¹`. -/
def green (H : Matrix n n ℂ) (η E : ℝ) : Matrix n n ℂ := (shifted H η E)⁻¹
```

`ldos` is $\rho_i(E)$, with the sign that makes it non-negative for Hermitian $H$ and $\eta>0$:

```lean
/-- The broadened local density of states at site `i`, `-Im G_ii(E + iη) / π`. -/
def ldos (H : Matrix n n ℂ) (η E : ℝ) (i : n) : ℝ := -(green H η E i i).im / Real.pi
```

The line shape $L_\eta(x)=\eta/[\pi(x^2+\eta^2)]$ has unit area and half-width $\eta$ at half maximum:

```lean
/-- The normalized Lorentzian line shape of half-width `η`. -/
def lorentzian (η x : ℝ) : ℝ := η / Real.pi / (x ^ 2 + η ^ 2)
```

## H Hermitian: real energy levels

Hermiticity guarantees that the unperturbed system has real energies, with neither gain nor loss. It first ensures that $G$ exists. If $Mv=0$ with $v\ne0$, then $Hv=zv$ and $v^\dagger Hv=z\,v^\dagger v$. Letting $H$ act to the left gives $v^\dagger Hv=\bar z\,v^\dagger v$. Since $v^\dagger v\neq0$, we get $z=\bar z$, which contradicts $\eta>0$.

The proof follows these lines: `h2` and `h3` are the two evaluations of $v^\dagger Hv$, and `h5` compares imaginary parts. The result matters because Lean's matrix inverse returns zero for a singular matrix.

```lean
/-- For Hermitian `H` and `η > 0` the matrix `E + iη - H` is invertible. -/
theorem isUnit_det_shifted {H : Matrix n n ℂ} (hH : H.IsHermitian) {η : ℝ} (hη : 0 < η)
    (E : ℝ) : IsUnit (shifted H η E).det := by
  rw [isUnit_iff_ne_zero]
  intro hdet
  obtain ⟨v, hv, h⟩ := Matrix.exists_mulVec_eq_zero_iff.mpr hdet
  -- a kernel vector would be an eigenvector with a non-real eigenvalue
  have h1 : H *ᵥ v = ((E : ℂ) + η * Complex.I) • v := by
    rw [shifted, Matrix.sub_mulVec, Matrix.smul_mulVec, Matrix.one_mulVec, sub_eq_zero] at h
    exact h.symm
  have h2 : star v ⬝ᵥ (H *ᵥ v) = ((E : ℂ) + η * Complex.I) * (star v ⬝ᵥ v) := by
    rw [h1, dotProduct_smul, smul_eq_mul]
  have h3 : star v ⬝ᵥ (H *ᵥ v) = star ((E : ℂ) + η * Complex.I) * (star v ⬝ᵥ v) := by
    have h0 : star v ᵥ* H = star (H *ᵥ v) := by rw [Matrix.star_mulVec, hH.eq]
    rw [Matrix.dotProduct_mulVec, h0, h1, star_smul, smul_dotProduct, smul_eq_mul]
  have h4 : star v ⬝ᵥ v ≠ 0 := fun h0 =>
    hv (dotProduct_star_self_eq_zero.mp h0)
  have h5 := congrArg Complex.im (mul_right_cancel₀ h4 (h2.symm.trans h3))
  simp at h5
  linarith
```

Without this hypothesis the bound itself can fail. Take one site, $E=0$, $H=\mathrm{i}\eta/2$ (a level with gain) and $V=\eta/2$. Then $\rho^H=2/(\pi\eta)$ and $\rho^{H+V}=1/(\pi\eta)$. The change is $1/(\pi\eta)$, twice the claimed bound $1/(2\pi\eta)$.

## η positive: finite energy resolution

The broadening stands for a finite energy resolution or a uniform level width due to a finite lifetime; here it is a chosen parameter, not derived from any scattering process. It limits the size of $G$. Since $M^\dagger=M-2\mathrm{i}\eta\mathbb 1$,

$$G-G^\dagger=G^\dagger M^\dagger G-G^\dagger MG=-2\mathrm{i}\eta\,G^\dagger G.$$

In the proof, `hd` is the relation between $M^\dagger$ and $M$, and the final `calc` is this display.

```lean
/-- For Hermitian `H` and `η > 0` the Green function satisfies `G - G† = -2iη G†G`. -/
theorem green_sub_conjTranspose {H : Matrix n n ℂ} (hH : H.IsHermitian) {η : ℝ}
    (hη : 0 < η) (E : ℝ) :
    green H η E - (green H η E)ᴴ =
      (-(2 * (η : ℂ) * Complex.I)) • ((green H η E)ᴴ * green H η E) := by
  have h1 : shifted H η E * green H η E = 1 :=
    Matrix.mul_nonsing_inv _ (isUnit_det_shifted hH hη E)
  have h2 : (green H η E)ᴴ * (shifted H η E)ᴴ = 1 := by
    rw [← Matrix.conjTranspose_mul, h1, Matrix.conjTranspose_one]
  have hz : star ((E : ℂ) + η * Complex.I)
      = ((E : ℂ) + η * Complex.I) - 2 * (η : ℂ) * Complex.I := by
    rw [Complex.star_def]
    simp only [map_add, map_mul, Complex.conj_ofReal, Complex.conj_I]
    ring
  have hd : (shifted H η E)ᴴ
      = shifted H η E - (2 * (η : ℂ) * Complex.I) • (1 : Matrix n n ℂ) := by
    rw [shifted, Matrix.conjTranspose_sub, Matrix.conjTranspose_smul,
      Matrix.conjTranspose_one, hH.eq, hz, sub_smul]
    abel
  calc green H η E - (green H η E)ᴴ
      = (green H η E)ᴴ * (shifted H η E)ᴴ * green H η E
        - (green H η E)ᴴ * (shifted H η E * green H η E) := by
          rw [h1, h2, one_mul, mul_one]
    _ = _ := by
          rw [hd, mul_sub, sub_mul, mul_assoc _ (shifted H η E), Matrix.mul_smul, mul_one,
            Matrix.smul_mul]
          module
```

Now take norms. Because $\|G^\dagger G\|=\|G\|^2$ and $\|G^\dagger\|=\|G\|$,

$$2\eta\|G\|^2=\|G-G^\dagger\|\le2\|G\|,$$

so $\|G\|\le1/\eta$. The proof uses `CStarRing.norm_star_mul_self` for the first norm identity and treats $\|G\|=0$ separately before cancelling a factor.

```lean
/-- For Hermitian `H` and `η > 0` the operator norm of the Green function is at most `1/η`. -/
theorem norm_green_le {H : Matrix n n ℂ} (hH : H.IsHermitian) {η : ℝ} (hη : 0 < η)
    (E : ℝ) : ‖green H η E‖ ≤ 1 / η := by
  have h := congrArg norm (green_sub_conjTranspose hH hη E)
  have hc : ‖-(2 * (η : ℂ) * Complex.I)‖ = 2 * η := by simp [abs_of_pos hη]
  rw [norm_smul, hc, ← Matrix.star_eq_conjTranspose, CStarRing.norm_star_mul_self] at h
  have h2 := norm_sub_le (green H η E) (star (green H η E))
  rw [norm_star, h] at h2
  rw [le_div_iff₀ hη]
  rcases (norm_nonneg (green H η E)).eq_or_lt with h0 | h0
  · rw [← h0]; norm_num
  · exact le_of_mul_le_mul_left (by linarith) h0
```

For $\eta<0$ this norm estimate is false, as its right side is negative. The density changes sign, because $G$ is replaced by its adjoint, although the final inequality survives by that symmetry. As $\eta\to0^+$ the control is lost: for one level moved from $0$ to $v\neq0$, the change at $E=0$ is $1/(\pi\eta)-\eta/[\pi(v^2+\eta^2)]$, which grows without limit.

## V Hermitian: a perturbation without gain or loss

A Hermitian $V$ may be a real on-site potential, or a change of a hopping together with the conjugate change of the reverse hopping. It makes $H+V$ Hermitian, so invertibility and the norm bound apply to its Green function $G'=(M')^{-1}$ as well, where $M'=M-V$. Hence

$$G'-G=G'MG-G'M'G=G'(M-M')G=G'VG.$$

The code obtains Hermiticity of the sum from `hH.add hV`; `hd` states $V=M-M'$.

```lean
/-- The resolvent identity `G(H+V) - G(H) = G(H+V) V G(H)`, for Hermitian `H` and `V` and `η > 0`.
-/
theorem green_add_sub {H V : Matrix n n ℂ} (hH : H.IsHermitian) (hV : V.IsHermitian)
    {η : ℝ} (hη : 0 < η) (E : ℝ) :
    green (H + V) η E - green H η E = green (H + V) η E * V * green H η E := by
  have h1 : shifted H η E * green H η E = 1 :=
    Matrix.mul_nonsing_inv _ (isUnit_det_shifted hH hη E)
  have h2 : green (H + V) η E * shifted (H + V) η E = 1 :=
    Matrix.nonsing_inv_mul _ (isUnit_det_shifted (hH.add hV) hη E)
  have hd : V = shifted H η E - shifted (H + V) η E := by
    simp only [shifted]
    abel
  calc green (H + V) η E - green H η E
      = green (H + V) η E * (shifted H η E * green H η E)
        - green (H + V) η E * shifted (H + V) η E * green H η E := by
          rw [h1, h2, one_mul, mul_one]
    _ = green (H + V) η E * (shifted H η E - shifted (H + V) η E) * green H η E := by
          rw [mul_sub, sub_mul, mul_assoc _ (shifted H η E)]
    _ = _ := by rw [← hd]
```

If $V$ is not Hermitian, one site again suffices. Take $H=0$, $E=0$ and $V=\mathrm{i}\eta/2$. The density rises from $1/(\pi\eta)$ to $2/(\pi\eta)$, a change of $1/(\pi\eta)$ against a claimed bound of $1/(2\pi\eta)$.

## A finite orthonormal basis: from matrix to site

The site $i$ is a unit vector $e_i$, so for any matrix $A$

$$|A_{ii}|\le\|Ae_i\|\le\|A\|.$$

The proof applies the operator-norm inequality to `EuclideanSpace.single i 1`, which is $e_i$. Non-orthogonal orbitals, with an overlap matrix in the Green function, are not covered, and neither are infinite lattices.

```lean
/-- A diagonal matrix element is bounded by the operator norm. -/
theorem norm_diag_le (A : Matrix n n ℂ) (i : n) : ‖A i i‖ ≤ ‖A‖ := by
  have h1 := Matrix.l2_opNorm_mulVec A (EuclideanSpace.single i (1 : ℂ))
  have h2 := (PiLp.norm_apply_le _ i).trans h1
  simpa using h2
```

Everything now combines:

$$|\rho_i^{H+V}-\rho_i^H|=\frac{|\operatorname{Im}(G'VG)_{ii}|}{\pi}\le\frac{\|G'\|\,\|V\|\,\|G\|}{\pi}\le\frac{\|V\|}{\pi\eta^2}.$$

In the theorem, `e` is the equality and `hb` the chain of inequalities before division by $\pi$.

```lean
/-- Adding a Hermitian perturbation `V` to a Hermitian `H` changes the broadened local
density of states at any site and energy by at most `‖V‖ / (π η²)`. -/
theorem abs_ldos_add_sub_le {H V : Matrix n n ℂ} (hH : H.IsHermitian)
    (hV : V.IsHermitian) {η : ℝ} (hη : 0 < η) (E : ℝ) (i : n) :
    |ldos (H + V) η E i - ldos H η E i| ≤ ‖V‖ / (Real.pi * η ^ 2) := by
  have e : ldos (H + V) η E i - ldos H η E i
      = -((green (H + V) η E * V * green H η E) i i).im / Real.pi := by
    rw [← green_add_sub hH hV hη E]
    simp only [ldos, Matrix.sub_apply, Complex.sub_im]
    ring
  have g1 := norm_green_le (hH.add hV) hη E
  have g2 := norm_green_le hH hη E
  -- each Green function contributes a factor 1/η
  have hb : |((green (H + V) η E * V * green H η E) i i).im| ≤ 1 / η * ‖V‖ * (1 / η) :=
    calc _ ≤ ‖(green (H + V) η E * V * green H η E) i i‖ := Complex.abs_im_le_norm _
      _ ≤ ‖green (H + V) η E * V * green H η E‖ := norm_diag_le _ i
      _ ≤ ‖green (H + V) η E * V‖ * ‖green H η E‖ := norm_mul_le _ _
      _ ≤ ‖green (H + V) η E‖ * ‖V‖ * ‖green H η E‖ :=
          mul_le_mul_of_nonneg_right (norm_mul_le _ _) (norm_nonneg _)
      _ ≤ 1 / η * ‖V‖ * (1 / η) := by gcongr
  rw [e, abs_div, abs_neg, abs_of_pos Real.pi_pos]
  calc _ ≤ 1 / η * ‖V‖ * (1 / η) / Real.pi :=
        div_le_div_of_nonneg_right hb Real.pi_pos.le
    _ = ‖V‖ / (Real.pi * η ^ 2) := by field_simp
```

For a numerical instance, take a dimer with unit hopping, a unit potential on its first site, $\eta=1$ and $E=0$:

$$H=\begin{pmatrix}0&1\\1&0\end{pmatrix},\qquad V=\begin{pmatrix}1&0\\0&0\end{pmatrix}.$$

At the first site, inverting the $2\times2$ matrices gives

$$G_{11}=\frac{\mathrm{i}}{\mathrm{i}^2-1}=-\frac{\mathrm{i}}2,\qquad G'_{11}=\frac{\mathrm{i}}{(\mathrm{i}-1)\mathrm{i}-1}=\frac{-1-2\mathrm{i}}5.$$

The densities are $1/(2\pi)$ and $2/(5\pi)$. They differ by $1/(10\pi)\approx0.032$, while the bound is $1/\pi\approx0.318$.

## A unitary eigenbasis: why this is Lorentzian broadening

The link to Lorentzians takes a diagonalization as its hypothesis: $H=U\operatorname{diag}(\varepsilon_k)U^\dagger$ with $U$ unitary and $\varepsilon_k$ real. The columns of $U$ are the eigenstates, and $|U_{ik}|^2$ is the weight of state $k$ on site $i$. The spectral theorem supplies such a $U$ for every Hermitian $H$. Inverting in the eigenbasis,

$$G_{ii}=\sum_k\frac{|U_{ik}|^2}{E-\varepsilon_k+\mathrm{i}\eta},\qquad \rho_i(E)=\sum_k|U_{ik}|^2L_\eta(E-\varepsilon_k),$$

since $-\operatorname{Im}[1/(x+\mathrm{i}\eta)]=\eta/(x^2+\eta^2)$ for real $x$. In the proof, `d k` is the denominator, `hG` the diagonal form of $G$, and the last steps take the imaginary part term by term.

```lean
/-- If the columns of a unitary `U` are eigenstates of `H` with energies `ε`, the local density
of states is the sum of Lorentzians at these energies weighted by `|U i k|²`. -/
theorem ldos_eq_sum_lorentzian {H U : Matrix n n ℂ} {ε : n → ℝ} (hU : Uᴴ * U = 1)
    (hH : H = U * diagonal (fun k => (ε k : ℂ)) * Uᴴ) {η : ℝ} (hη : 0 < η) (E : ℝ) (i : n) :
    ldos H η E i = ∑ k, ‖U i k‖ ^ 2 * lorentzian η (E - ε k) := by
  have hU' : U * Uᴴ = 1 := mul_eq_one_comm.mp hU
  let d : n → ℂ := fun k => (E : ℂ) + η * Complex.I - ε k
  have him : ∀ k, (d k).im = η := fun k => by simp [d]
  have hd0 : ∀ k, d k ≠ 0 := fun k h0 => by
    have h := him k
    rw [h0, Complex.zero_im] at h
    linarith
  have hD : diagonal d = ((E : ℂ) + η * Complex.I) • (1 : Matrix n n ℂ)
      - diagonal (fun k => (ε k : ℂ)) := by
    ext a b
    by_cases hab : a = b
    · subst hab; simp [d]
    · simp [hab]
  have hM : shifted H η E = U * diagonal d * Uᴴ := by
    rw [hD, mul_sub, sub_mul, Matrix.mul_smul, mul_one, Matrix.smul_mul, hU', shifted, ← hH]
  have hDD : diagonal d * diagonal (fun k => (d k)⁻¹) = 1 := by
    rw [Matrix.diagonal_mul_diagonal, ← Matrix.diagonal_one]
    congr 1
    funext k
    exact mul_inv_cancel₀ (hd0 k)
  -- the Green function is diagonal in the eigenbasis
  have hG : green H η E = U * diagonal (fun k => (d k)⁻¹) * Uᴴ := by
    rw [green, hM]
    apply Matrix.inv_eq_right_inv
    calc U * diagonal d * Uᴴ * (U * diagonal (fun k => (d k)⁻¹) * Uᴴ)
        = U * diagonal d * (Uᴴ * U) * diagonal (fun k => (d k)⁻¹) * Uᴴ := by
          simp only [mul_assoc]
      _ = 1 := by rw [hU, mul_one, mul_assoc U, hDD, mul_one, hU']
  rw [ldos, hG, Matrix.mul_apply, Complex.im_sum, ← Finset.sum_neg_distrib, Finset.sum_div]
  refine Finset.sum_congr rfl fun k _ => ?_
  have hn : Complex.normSq (d k) = (E - ε k) ^ 2 + η ^ 2 := by
    have hre : (d k).re = E - ε k := by simp [d]
    rw [Complex.normSq_apply, him, hre]
    ring
  rw [Matrix.mul_diagonal, Matrix.conjTranspose_apply, Complex.star_def, mul_right_comm,
    Complex.mul_conj, Complex.normSq_eq_norm_sq, Complex.im_ofReal_mul, Complex.inv_im,
    him, hn, lorentzian]
  ring
```

Unitarity is what makes the weights $|U_{ik}|^2$. With a merely invertible eigenvector matrix the numerators in $G_{ii}$ would be $U_{ik}(U^{-1})_{ki}$, which can be negative or complex. For Hermitian $H$ this happens only if non-orthogonal eigenvectors are chosen within a degenerate level.

For $H=a\mathbb 1$ with real $a$, one may take $U=\mathbb 1$. Only $k=i$ then contributes, leaving $\rho_i(E)=L_\eta(E-a)$.

```lean
/-- For `H = a·1` the local density of states is a single Lorentzian centred at `a`. -/
theorem ldos_scalar (a : ℝ) {η : ℝ} (hη : 0 < η) (E : ℝ) (i : n) :
    ldos ((a : ℂ) • (1 : Matrix n n ℂ)) η E i = lorentzian η (E - a) := by
  rw [ldos_eq_sum_lorentzian (U := 1) (ε := fun _ => a) (by simp)
    (by simp [Matrix.smul_one_eq_diagonal]) hη E i, Finset.sum_eq_single i]
  · simp
  · intro k _ hk
    simp [Matrix.one_apply_ne hk.symm]
  · simp
```

This case tests the constant in the bound. Let $H=E\mathbb 1$ and $V=\eta\mathbb 1$, so that $\|V\|=\eta$. The level moves from the observation energy to one half-width away, and

$$|L_\eta(-\eta)-L_\eta(0)|=\left|\frac1{2\pi\eta}-\frac1{\pi\eta}\right|=\frac12\,\frac{\|V\|}{\pi\eta^2}.$$

A general bound of the form $c\,\|V\|/(\pi\eta^2)$ therefore needs $c\ge1/2$. This value is not optimal: a small uniform shift where the Lorentzian is steepest, at $|x|=\eta/\sqrt3$, requires $c\ge3\sqrt3/8\approx0.65$ (not proved in the code). In the proof, `hV` evaluates the norm and `e` the difference of the two Lorentzians.

```lean
/-- For `H = E·1` and `V = η·1` the change of the local density of states at `E` is exactly
half of `‖V‖ / (π η²)`. -/
theorem ldos_change_eq_half_bound {η : ℝ} (hη : 0 < η) (E : ℝ) (i : n) :
    |ldos ((E : ℂ) • (1 : Matrix n n ℂ) + (η : ℂ) • (1 : Matrix n n ℂ)) η E i
      - ldos ((E : ℂ) • (1 : Matrix n n ℂ)) η E i|
      = 1 / 2 * (‖(η : ℂ) • (1 : Matrix n n ℂ)‖ / (Real.pi * η ^ 2)) := by
  have : Nonempty n := ⟨i⟩
  have hV : ‖(η : ℂ) • (1 : Matrix n n ℂ)‖ = η := by
    rw [norm_smul, CStarRing.norm_one, mul_one, Complex.norm_real, Real.norm_of_nonneg hη.le]
  have hπ := Real.pi_pos
  have e : lorentzian η (E - (E + η)) - lorentzian η (E - E)
      = -(1 / 2 * (η / (Real.pi * η ^ 2))) := by
    have h1 : (E - (E + η)) ^ 2 + η ^ 2 = 2 * η ^ 2 := by ring
    have h2 : (E - E) ^ 2 + η ^ 2 = η ^ 2 := by ring
    rw [lorentzian, lorentzian, h1, h2]
    field_simp
    norm_num
  rw [← add_smul, ← Complex.ofReal_add, ldos_scalar _ hη, ldos_scalar _ hη, hV, e, abs_neg]
  exact abs_of_pos (by positivity)

end

end BroadenedLocalDensity
```

```lean
#print axioms BroadenedLocalDensity.abs_ldos_add_sub_le
#print axioms BroadenedLocalDensity.ldos_change_eq_half_bound
```

```
'BroadenedLocalDensity.abs_ldos_add_sub_le' depends on axioms: [propext, Classical.choice, Quot.sound]
'BroadenedLocalDensity.ldos_change_eq_half_bound' depends on axioms: [propext, Classical.choice, Quot.sound]
```
